# The five suitably normalised spin-3/2 quadrupoles satisfy the Clifford relations

Some four-level problems have a Hamiltonian of the special form $H=\varepsilon\,\mathbb 1+\sum_a d_a\Gamma_a$, with a real scalar $\varepsilon$, five real coefficients $d_a$ and five fixed Hermitian $4\times4$ matrices $\Gamma_a$ (six real parameters, against sixteen for a general Hermitian $4\times4$ matrix). A code for such a problem may take the energies as $\varepsilon\pm|d|$, with $|d|=(\sum_a d_a^2)^{1/2}$, without diagonalising. The shortcut is right only if $(\sum_a d_a\Gamma_a)^2=(\sum_a d_a^2)\,\mathbb 1$, and a wrong normalisation breaks this quietly. Take for the $\Gamma_a$ the five quadrupoles defined below, built from the spin-3/2 matrices $J_x,J_y,J_z$ and labelled $a=0,\dots,4$, and suppose the last one, $\Gamma_4=J_z^2-5/4$, is entered as $3J_z^2-J^2$, which is three times as large. The square becomes $(\sum_a d_a^2+8d_4^2)\,\mathbb 1$. The levels are still doubly degenerate and symmetric about $\varepsilon$, so a check on degeneracy passes, while for $d_4\ne0$ the closed-form splitting $2|d|$ is smaller than that of the matrix as entered, by up to a factor of three.

## The identity

Set $\hbar=1$ and label the basis by $i=0,1,2,3$ with $m_i=3/2-i$. With $\{A,B\}=AB+BA$,

$$\Gamma_0=\frac{\{J_y,J_z\}}{\sqrt3},\quad \Gamma_1=\frac{\{J_z,J_x\}}{\sqrt3},\quad \Gamma_2=\frac{\{J_x,J_y\}}{\sqrt3},\quad \Gamma_3=\frac{J_x^2-J_y^2}{\sqrt3},\quad \Gamma_4=J_z^2-\tfrac54 .$$

Then $\Gamma_a^2=\mathbb 1$ for every $a$, $\Gamma_a\Gamma_b=-\Gamma_b\Gamma_a$ for $a\ne b$, and $\Gamma_0\Gamma_1\Gamma_2\Gamma_3\Gamma_4=-\mathbb 1$. Writing $d\cdot\Gamma=\sum_a d_a\Gamma_a$ and $d\cdot e=\sum_a d_ae_a$ for $d,e\in\mathbb C^5$, the first two statements are the single relation

$$\{d\cdot\Gamma,\;e\cdot\Gamma\}=2\,(d\cdot e)\,\mathbb 1 .$$

Each $\Gamma_a$ is Hermitian and traceless. For a vector $k=(x,y,z)$ with $k^2=x^2+y^2+z^2$ and $k\cdot J=xJ_x+yJ_y+zJ_z$,

$$(k\cdot J)^2=\tfrac54k^2+d(k)\cdot\Gamma,\qquad \big((k\cdot J)^2-\tfrac54k^2\big)^2=(k^2)^2\,\mathbb 1,$$

$$d(k)=\Big(\sqrt3\,yz,\ \sqrt3\,zx,\ \sqrt3\,xy,\ \tfrac{\sqrt3}{2}(x^2-y^2),\ z^2-\tfrac12(x^2+y^2)\Big).$$

## Where a code relies on it

The identity bears on the four-band $j=3/2$ valence-band Hamiltonian in the single-particle, spherical approximation quadratic in $k$, $H(k)=\alpha k^2+\beta\,(k\cdot J)^2$ with real constants $\alpha,\beta$ fixed by the two effective masses. Here $J$ is the total angular momentum of the $j=3/2$ band-edge states. At each $k$-point a routine can evaluate $\varepsilon=(\alpha+\tfrac54\beta)k^2$ and the five numbers $d=\beta\,d(k)$. For real $k$ the operator $D=d\cdot\Gamma$ is Hermitian and traceless with $D^2=|d|^2\,\mathbb 1$ and $|d|=|\beta|k^2$, so for $d\ne0$ its eigenvalues are $\pm|d|$, twice each, and the bands are $(\alpha+\tfrac94\beta)k^2$, with angular momentum $\pm\tfrac32$ along $k$, and $(\alpha+\tfrac14\beta)k^2$, with $\pm\tfrac12$. The band projectors are $\tfrac12(\mathbb 1\pm D/|d|)$, and for an energy $\omega$ with $(\omega-\varepsilon)^2\ne d\cdot d$ the resolvent is

$$(\omega-H)^{-1}=\frac{\omega-\varepsilon+D}{(\omega-\varepsilon)^2-d\cdot d},$$

because $(\omega-\varepsilon-D)(\omega-\varepsilon+D)=(\omega-\varepsilon)^2-D^2$. These eigenvalues, projectors and resolvent, like the counter-examples at the end, are worked on paper and are not among the Lean theorems. A code that builds the $\Gamma_a$ from its own spin matrices can assert at start-up that all fifteen matrices $\{\Gamma_a,\Gamma_b\}-2\delta_{ab}\mathbb 1$ with $a\le b$ vanish to rounding, which catches the error described at the top.

## Derivation

Let $E_{ij}$ be the matrix with a single 1 in row $i$, column $j$. The raising operator is $J_+=J_x+iJ_y=\sqrt3E_{01}+2E_{12}+\sqrt3E_{23}$, $J_-=J_+^\dagger$, and $J_z=\mathrm{diag}(m_0,\dots,m_3)$. Since $m_i-m_{i+1}=1$, $[J_z,J_\pm]=\pm J_\pm$. From $J_+J_-=\mathrm{diag}(3,4,3,0)$ and $J_-J_+=\mathrm{diag}(0,3,4,3)$, the difference is $2J_z$, and half the sum plus $J_z^2=\mathrm{diag}(\tfrac94,\tfrac14,\tfrac14,\tfrac94)$ is $J^2=\tfrac{15}4$. In Cartesian form these are the three commutation relations and the Casimir value.

For the explicit $\Gamma_a$, note that $\{J_+,J_z\}_{ij}=(J_+)_{ij}(m_i+m_j)$, and $m_i+m_j$ is $2,0,-2$ on the three nonzero entries of $J_+$. Also $J_+^2=J_x^2-J_y^2+i\{J_x,J_y\}=2\sqrt3\,(E_{02}+E_{13})$. Dividing by $\sqrt3$,

$$\Gamma_1+i\Gamma_0=2(E_{01}-E_{23}),\qquad \Gamma_3+i\Gamma_2=2(E_{02}+E_{13}),\qquad \Gamma_4=\mathrm{diag}(1,-1,-1,1).$$

The $\Gamma_a$ are Hermitian because the $J$'s are, so the Hermitian and anti-Hermitian parts of these lines separate the pairs. Let $\tau_x,\tau_y,\tau_z$ be Pauli matrices acting on the block label (states $0,1$ against $2,3$) and $\sigma_x,\sigma_y,\sigma_z$ Pauli matrices acting inside a block. The result is

$$\Gamma_0=\tau_z\otimes\sigma_y,\quad\Gamma_1=\tau_z\otimes\sigma_x,\quad\Gamma_2=\tau_y\otimes\mathbb 1,\quad\Gamma_3=\tau_x\otimes\mathbb 1,\quad\Gamma_4=\tau_z\otimes\sigma_z,$$

all traceless. With $A=d_1\sigma_x+d_0\sigma_y+d_4\sigma_z$, $v_\pm=d_3\pm id_2$, and $B$, $w_\pm$ the same objects built from $e$,

$$d\cdot\Gamma=\begin{pmatrix}A&v_-\\ v_+&-A\end{pmatrix},\qquad (d\cdot\Gamma)(e\cdot\Gamma)=\begin{pmatrix}AB+v_-w_+&w_-A-v_-B\\ v_+B-w_+A&AB+v_+w_-\end{pmatrix}.$$

Adding the product in the opposite order cancels the off-diagonal blocks and leaves $\{A,B\}+v_-w_++v_+w_-$ in both diagonal blocks. Here $\{A,B\}=2(d_0e_0+d_1e_1+d_4e_4)$ and $v_-w_++v_+w_-=2(d_2e_2+d_3e_3)$, which is the bilinear relation. Unit vectors for $d$ and $e$ give $\{\Gamma_a,\Gamma_b\}=2\delta_{ab}\mathbb 1$. For the ordered product, $\Gamma_0\Gamma_1=-i\,\mathbb 1\otimes\sigma_z$ and $\Gamma_2\Gamma_3=-i\,\tau_z\otimes\mathbb 1$, so $\Gamma_0\Gamma_1\Gamma_2\Gamma_3=-\Gamma_4$, and multiplying by $\Gamma_4$ gives $-\mathbb 1$.

Expanding the square,

$$(k\cdot J)^2=x^2J_x^2+y^2J_y^2+z^2J_z^2+yz\{J_y,J_z\}+zx\{J_z,J_x\}+xy\{J_x,J_y\}.$$

From $J_z^2=\tfrac54+\Gamma_4$, $J_x^2+J_y^2=\tfrac52-\Gamma_4$ and $J_x^2-J_y^2=\sqrt3\,\Gamma_3$ follow $J_{x}^2=\tfrac54-\tfrac12\Gamma_4+\tfrac{\sqrt3}2\Gamma_3$ and $J_y^2=\tfrac54-\tfrac12\Gamma_4-\tfrac{\sqrt3}2\Gamma_3$. Collecting coefficients gives $\tfrac54k^2+d(k)\cdot\Gamma$. With $\rho=x^2+y^2$, the squares of the first four components of $d(k)$ sum to $3z^2\rho+\tfrac34\rho^2$ and the square of the last is $z^4-z^2\rho+\tfrac14\rho^2$. The total is $(z^2+\rho)^2=(k^2)^2$, and the bilinear relation at $e=d=d(k)$ gives the second identity.

## The Lean file

```lean
import Mathlib

open Complex Matrix

namespace SpinThreeHalvesClifford

noncomputable section

/-- Operators on the four states m = 3/2, 1/2, -1/2, -3/2. -/
abbrev M4 := Matrix (Fin 4) (Fin 4) ℂ

/-- The number √3 as a complex scalar. -/
def s3 : ℂ := (Real.sqrt 3 : ℝ)

/-- The spin-3/2 matrix Jx (ħ = 1). -/
def Jx : M4 := !![0, s3 / 2, 0, 0; s3 / 2, 0, 1, 0; 0, 1, 0, s3 / 2; 0, 0, s3 / 2, 0]

/-- The spin-3/2 matrix Jy (ħ = 1). -/
def Jy : M4 :=
  !![0, -(I * s3 / 2), 0, 0; I * s3 / 2, 0, -I, 0; 0, I, 0, -(I * s3 / 2); 0, 0, I * s3 / 2, 0]

/-- The spin-3/2 matrix Jz (ħ = 1). -/
def Jz : M4 := !![3 / 2, 0, 0, 0; 0, 1 / 2, 0, 0; 0, 0, -(1 / 2), 0; 0, 0, 0, -(3 / 2)]

/-- The anticommutator {A, B} = AB + BA. -/
def acomm (A B : M4) : M4 := A * B + B * A

/-- The five quadrupoles {Jy,Jz}/√3, {Jz,Jx}/√3, {Jx,Jy}/√3, (Jx² - Jy²)/√3, Jz² - 5/4. -/
def Gamma : Fin 5 → M4 :=
  ![s3⁻¹ • acomm Jy Jz, s3⁻¹ • acomm Jz Jx, s3⁻¹ • acomm Jx Jy,
    s3⁻¹ • (Jx * Jx - Jy * Jy), Jz * Jz - (5 / 4 : ℂ) • (1 : M4)]

/-- The general quadrupole operator d·Γ = Σ dₐ Γₐ. -/
def slash (d : Fin 5 → ℂ) : M4 := ∑ a, d a • Gamma a

/-- The projection k·J of the spin on the vector k = (x, y, z). -/
def kJ (x y z : ℂ) : M4 := x • Jx + y • Jy + z • Jz

/-- The five quadratic forms d(k) of the vector k = (x, y, z). -/
def dk (x y z : ℂ) : Fin 5 → ℂ :=
  ![s3 * y * z, s3 * z * x, s3 * x * y, s3 / 2 * (x ^ 2 - y ^ 2), z ^ 2 - (x ^ 2 + y ^ 2) / 2]

/-- (√3)² = 3. -/
theorem s3_sq : s3 ^ 2 = 3 := by
  unfold s3
  rw [← Complex.ofReal_pow, Real.sq_sqrt (by norm_num)]
  norm_num

set_option maxHeartbeats 400000 in
/-- The matrices obey [Jx,Jy] = iJz and J² = 15/4. -/
theorem spin_comm_casimir :
    Jx * Jy - Jy * Jx = I • Jz ∧ Jx * Jx + Jy * Jy + Jz * Jz = (15 / 4 : ℂ) • (1 : M4) := by
  refine ⟨?_, ?_⟩ <;> ext i j <;> fin_cases i <;> fin_cases j <;> simp [Jx, Jy, Jz] <;>
    first | ring1 | (ring_nf; simp only [I_sq, s3_sq]; ring1)

set_option maxHeartbeats 400000 in
/-- The matrices obey [Jy,Jz] = iJx and [Jz,Jx] = iJy. -/
theorem spin_comm_cyclic : Jy * Jz - Jz * Jy = I • Jx ∧ Jz * Jx - Jx * Jz = I • Jy := by
  refine ⟨?_, ?_⟩ <;> ext i j <;> fin_cases i <;> fin_cases j <;> simp [Jx, Jy, Jz] <;>
    first | ring1 | (ring_nf; simp only [I_sq]; ring1)

set_option maxHeartbeats 400000 in
/-- The explicit matrices of {Jy,Jz}/√3 and {Jz,Jx}/√3. -/
theorem Gamma_eq_first :
    Gamma 0 = !![0, -I, 0, 0; I, 0, 0, 0; 0, 0, 0, I; 0, 0, -I, 0] ∧
    Gamma 1 = !![0, 1, 0, 0; 1, 0, 0, 0; 0, 0, 0, -1; 0, 0, -1, 0] := by
  have h3 := s3_sq
  have hne : s3 ≠ 0 := fun h => by rw [h] at h3; norm_num at h3
  -- each product carries an overall factor √3, which cancels
  have key : ∀ A B : M4, A = s3 • B → s3⁻¹ • A = B := by
    intro A B h
    rw [h, smul_smul, inv_mul_cancel₀ hne, one_smul]
  refine ⟨key (acomm Jy Jz) _ ?_, key (acomm Jz Jx) _ ?_⟩ <;>
    ext i j <;> fin_cases i <;> fin_cases j <;>
    simp [acomm, Jx, Jy, Jz] <;> ring1

set_option maxHeartbeats 400000 in
/-- The explicit matrices of {Jx,Jy}/√3, (Jx² - Jy²)/√3 and Jz² - 5/4. -/
theorem Gamma_eq_second :
    Gamma 2 = !![0, 0, -I, 0; 0, 0, 0, -I; I, 0, 0, 0; 0, I, 0, 0] ∧
    Gamma 3 = !![0, 0, 1, 0; 0, 0, 0, 1; 1, 0, 0, 0; 0, 1, 0, 0] ∧
    Gamma 4 = !![1, 0, 0, 0; 0, -1, 0, 0; 0, 0, -1, 0; 0, 0, 0, 1] := by
  have h3 := s3_sq
  have hne : s3 ≠ 0 := fun h => by rw [h] at h3; norm_num at h3
  have key : ∀ A B : M4, A = s3 • B → s3⁻¹ • A = B := by
    intro A B h
    rw [h, smul_smul, inv_mul_cancel₀ hne, one_smul]
  refine ⟨key (acomm Jx Jy) _ ?_, key (Jx * Jx - Jy * Jy) _ ?_,
    (?_ : Jz * Jz - (5 / 4 : ℂ) • (1 : M4) = _)⟩ <;>
    ext i j <;> fin_cases i <;> fin_cases j <;>
    simp [acomm, Jx, Jy, Jz] <;>
    first | ring1 | (ring_nf; simp only [I_sq, s3_sq]; ring1)

/-- The explicit matrix of d·Γ. -/
theorem slash_eq (d : Fin 5 → ℂ) :
    slash d = !![d 4, d 1 - I * d 0, d 3 - I * d 2, 0;
                 d 1 + I * d 0, -d 4, 0, d 3 - I * d 2;
                 d 3 + I * d 2, 0, -d 4, -d 1 + I * d 0;
                 0, d 3 + I * d 2, -d 1 - I * d 0, d 4] := by
  obtain ⟨h0, h1⟩ := Gamma_eq_first
  obtain ⟨h2, h3, h4⟩ := Gamma_eq_second
  rw [slash, Fin.sum_univ_five, h0, h1, h2, h3, h4]
  ext i j
  fin_cases i <;> fin_cases j <;> simp <;> ring1

/-- Bilinear Clifford relation: {d·Γ, e·Γ} = 2 (d·e) 1 for all d, e in ℂ⁵. -/
theorem acomm_slash (d e : Fin 5 → ℂ) :
    acomm (slash d) (slash e) = (2 * (d ⬝ᵥ e)) • (1 : M4) := by
  rw [slash_eq, slash_eq]
  ext i j
  fin_cases i <;> fin_cases j <;>
    simp [acomm, dotProduct, Fin.sum_univ_five] <;>
    first | ring1 | (ring_nf; simp only [I_sq]; ring1)

/-- The five spin-3/2 quadrupoles each square to the identity and pairwise anticommute,
and their ordered product is minus the identity. -/
theorem clifford :
    (∀ a, Gamma a * Gamma a = 1) ∧
      (∀ a b, a ≠ b → Gamma a * Gamma b = -(Gamma b * Gamma a)) ∧
      Gamma 0 * Gamma 1 * Gamma 2 * Gamma 3 * Gamma 4 = -1 := by
  have hs : ∀ a, slash (Pi.single a 1) = Gamma a := fun a => by
    simp [slash, Pi.single_apply]
  -- insert unit vectors into the bilinear relation
  have h : ∀ a b, Gamma a * Gamma b + Gamma b * Gamma a
      = (2 * (if a = b then 1 else 0) : ℂ) • (1 : M4) := by
    intro a b
    have := acomm_slash (Pi.single a 1) (Pi.single b 1)
    rw [hs, hs, acomm, single_dotProduct, one_mul, Pi.single_apply] at this
    exact this
  have hsq : ∀ a, Gamma a * Gamma a = 1 := fun a =>
    calc Gamma a * Gamma a = (1 / 2 : ℂ) • (Gamma a * Gamma a + Gamma a * Gamma a) := by module
      _ = 1 := by rw [h, smul_smul]; norm_num
  refine ⟨hsq, fun a b hab => ?_, ?_⟩
  · apply eq_neg_of_add_eq_zero_left
    rw [h, if_neg hab, mul_zero, zero_smul]
  · obtain ⟨h0, h1⟩ := Gamma_eq_first
    obtain ⟨h2, h3, h4⟩ := Gamma_eq_second
    have h01 : Gamma 0 * Gamma 1 = !![-I, 0, 0, 0; 0, I, 0, 0; 0, 0, -I, 0; 0, 0, 0, I] := by
      rw [h0, h1]
      ext i j
      fin_cases i <;> fin_cases j <;> simp [Matrix.mul_apply, Fin.sum_univ_four]
    have h23 : Gamma 2 * Gamma 3 = !![-I, 0, 0, 0; 0, -I, 0, 0; 0, 0, I, 0; 0, 0, 0, I] := by
      rw [h2, h3]
      ext i j
      fin_cases i <;> fin_cases j <;> simp [Matrix.mul_apply, Fin.sum_univ_four]
    -- the first four multiply to -Γ₄
    have hp : Gamma 0 * Gamma 1 * (Gamma 2 * Gamma 3) = -Gamma 4 := by
      rw [h01, h23, h4]
      ext i j
      fin_cases i <;> fin_cases j <;> simp [Matrix.mul_apply, Fin.sum_univ_four]
    rw [mul_assoc (Gamma 0 * Gamma 1), hp, neg_mul, hsq]

/-- Each quadrupole is Hermitian and traceless. -/
theorem Gamma_hermitian_traceless (a : Fin 5) :
    (Gamma a).IsHermitian ∧ Matrix.trace (Gamma a) = 0 := by
  have ha : slash (Pi.single a 1) = Gamma a := by simp [slash, Pi.single_apply]
  have hc : ∀ d : Fin 5 → ℂ, (slash d)ᴴ = slash (star d) := by
    intro d
    rw [slash_eq, slash_eq]
    ext i j
    fin_cases i <;> fin_cases j <;> simp [Matrix.conjTranspose_apply] <;> ring1
  have hs : star (Pi.single a (1 : ℂ) : Fin 5 → ℂ) = Pi.single a 1 := by
    ext c
    rw [Pi.star_apply, Pi.single_apply]
    split_ifs <;> simp
  rw [← ha]
  refine ⟨?_, ?_⟩
  · rw [Matrix.IsHermitian, hc, hs]
  · rw [slash_eq]
    simp [Matrix.trace, Fin.sum_univ_four]

/-- For any vector k, (k·J)² = (5/4) k² + d(k)·Γ, and ((k·J)² - (5/4) k²)² = (k²)². -/
theorem kJ_sq (x y z : ℂ) :
    kJ x y z * kJ x y z = (5 / 4 * (x ^ 2 + y ^ 2 + z ^ 2)) • (1 : M4) + slash (dk x y z) ∧
    (kJ x y z * kJ x y z - (5 / 4 * (x ^ 2 + y ^ 2 + z ^ 2)) • (1 : M4)) *
      (kJ x y z * kJ x y z - (5 / 4 * (x ^ 2 + y ^ 2 + z ^ 2)) • (1 : M4))
      = ((x ^ 2 + y ^ 2 + z ^ 2) ^ 2) • (1 : M4) := by
  have h3 := s3_sq
  have h1 : kJ x y z * kJ x y z
      = (5 / 4 * (x ^ 2 + y ^ 2 + z ^ 2)) • (1 : M4) + slash (dk x y z) := by
    rw [slash_eq]
    ext i j
    fin_cases i <;> fin_cases j <;>
      simp [kJ, dk, Jx, Jy, Jz, Matrix.mul_apply, Fin.sum_univ_four] <;>
      first | ring1 | (ring_nf; simp only [I_sq, s3_sq]; ring1)
  -- d(k)·d(k) = (k²)²
  have hd : dk x y z ⬝ᵥ dk x y z = (x ^ 2 + y ^ 2 + z ^ 2) ^ 2 := by
    simp [dk, dotProduct, Fin.sum_univ_five]
    linear_combination
      (y ^ 2 * z ^ 2 + z ^ 2 * x ^ 2 + x ^ 2 * y ^ 2 + (x ^ 2 - y ^ 2) ^ 2 / 4) * h3
  refine ⟨h1, ?_⟩
  rw [h1, add_sub_cancel_left]
  calc slash (dk x y z) * slash (dk x y z)
      = (1 / 2 : ℂ) • acomm (slash (dk x y z)) (slash (dk x y z)) := by unfold acomm; module
    _ = _ := by
      rw [acomm_slash, hd, smul_smul]
      congr 1
      ring

end

end SpinThreeHalvesClifford
```

```lean
#print axioms SpinThreeHalvesClifford.spin_comm_cyclic
#print axioms SpinThreeHalvesClifford.clifford
#print axioms SpinThreeHalvesClifford.Gamma_hermitian_traceless
#print axioms SpinThreeHalvesClifford.kJ_sq
```

```
'SpinThreeHalvesClifford.spin_comm_cyclic' depends on axioms: [propext, Classical.choice, Quot.sound]
'SpinThreeHalvesClifford.clifford' depends on axioms: [propext, Classical.choice, Quot.sound]
'SpinThreeHalvesClifford.Gamma_hermitian_traceless' depends on axioms: [propext, Classical.choice, Quot.sound]
'SpinThreeHalvesClifford.kJ_sq' depends on axioms: [propext, Classical.choice, Quot.sound]
```

## Reading the statements

`M4` is the type of complex $4\times4$ matrices, with row and column $i$ standing for $m_i$. `Jx`, `Jy`, `Jz` are given entry by entry in the phase convention where $J_+$ has real non-negative entries, and `s3` is $\sqrt3$ viewed as a complex number. `Gamma` is defined from these matrices through `acomm` and matrix products, so its simple entries are proved and not assumed. `slash d` is $d\cdot\Gamma$, `kJ x y z` is $k\cdot J$ and `dk x y z` is $d(k)$. The theorems `spin_comm_casimir` and `spin_comm_cyclic` state the three commutators and $J^2=15/4$; they identify the matrices as spin 3/2 and are not used later. `acomm_slash` is the bilinear relation for all complex `d` and `e`, where `d ⬝ᵥ e` carries no complex conjugation. `clifford` has three parts: the squares, the anticommutation under `a ≠ b`, and the ordered product. `Gamma_hermitian_traceless` and `kJ_sq` are the remaining statements, the latter for complex `x y z`.

## How the proof runs

Where the derivation uses ladder operators and Pauli blocks, the file splits each matrix equation into sixteen scalar ones (`ext i j`, `fin_cases`) and closes them by polynomial arithmetic with `I_sq` and `s3_sq`. In `Gamma_eq_first` and `Gamma_eq_second` the step `key` is the division by $\sqrt3$: the product is shown to equal `s3 • B` for an explicit `B`, and the nonzero factor is cancelled. `slash_eq` is the block matrix above written out in full, and `acomm_slash` multiplies two of them. In `clifford`, `Pi.single a 1` is the unit vector, `h` is $\{\Gamma_a,\Gamma_b\}=2\delta_{ab}\mathbb 1$, `hsq` halves its diagonal case, and `h01`, `h23`, `hp` are the three products leading to $-\Gamma_4$. Hermiticity goes through `hc`, which says $(d\cdot\Gamma)^\dagger=d^*\cdot\Gamma$ with $d^*$ the componentwise conjugate, applied to a real unit vector. In `kJ_sq`, `h1` checks the decomposition entrywise without the Casimir step, `hd` is $d(k)\cdot d(k)=(k^2)^2$, and the closing `calc` applies `acomm_slash` with equal arguments.

## Limits of the guarantee

The theorems concern these particular matrices in exact arithmetic. They say nothing about rounding, about an arbitrary triple obeying the same commutators, or about another spin. The "Clifford relations" of the title are the defining relations of a Clifford algebra on five generators. The abstract complex algebra has complex dimension 32 and cannot embed in the space of complex $4\times4$ matrices, which has complex dimension 16; the product formula is an extra relation holding in this representation, and its sign reverses if two labels are swapped. Irreducibility, and the statement that products of the $\Gamma_a$ span all $4\times4$ matrices, are not treated.

The condition `a ≠ b` is needed, since at $a=b$ the anticommutation would read $\mathbb 1=-\mathbb 1$. The value of the spin is needed as well: for spin 1 the traceless analogue of $\Gamma_4$ is $J_z^2-\tfrac23=\mathrm{diag}(\tfrac13,-\tfrac23,\tfrac13)$, whose square $\mathrm{diag}(\tfrac19,\tfrac49,\tfrac19)$ is not a multiple of the identity under any rescaling.

An easy mistake is to replace $d\cdot d$ by $\sum_a|d_a|^2$, or $k^2$ by $|x|^2+|y|^2+|z|^2$, when the wave vector is complex, as for evanescent modes. Take $k=(1,i,0)$. Then $k^2=0$, $k\cdot J=J_+$, and $d(k)=(0,0,\sqrt3\,i,\sqrt3,0)$ has $d\cdot d=0$ but $\sum_a|d_a|^2=6$. The operator $d(k)\cdot\Gamma=J_+^2$ is nonzero and squares to zero, in agreement with `kJ_sq`; it is not diagonalisable, and the projector formula has no meaning for it. A dot-product routine that conjugates its first argument would report levels $\pm\sqrt6$ for a matrix whose eigenvalues are all zero.
